# The mean square of a coupling linear in a Gaussian energy gap

The theorem `mean_sq` concerns a real coupling that depends linearly on an energy gap, with value `v` at the mean gap `m` and slope `a`. The gap is Gaussian with mean `m` and variance `s²`, where `s` is non-negative and may be zero. Averaged over the whole distribution of gaps, the squared coupling is `v² + a²s²`, so fluctuations of the gap add `a²s²` to the square of the coupling at the mean gap. The proof expands the square and integrates term by term, using that the first central moment of the gap is zero and the second is `s²`. The integrability this needs is drawn from `hL`, which says that the gap is square-integrable.

As first written in Lean, the proof fails:

```lean
import Mathlib

open MeasureTheory ProbabilityTheory Filter Topology
open scoped NNReal

namespace MeanSq

noncomputable section

/-- The coupling, linear in the energy gap `g`, with value `v` at the mean gap `m` and slope `a`. -/
def coupling (v a m g : ℝ) : ℝ := v + a * (g - m)

/-- The unconditional mean squared coupling over a Gaussian gap of mean `m` and variance `s²`
is `v² + a² s²`. -/
theorem mean_sq (v a m : ℝ) (s : ℝ≥0) :
    ∫ g, coupling v a m g ^ 2 ∂(gaussianReal m (s ^ 2)) = v ^ 2 + a ^ 2 * (s : ℝ) ^ 2 := by
  have hL : MemLp id 2 (gaussianReal m (s ^ 2)) := by
    exact_mod_cast memLp_id_gaussianReal (μ := m) (v := s ^ 2) 2
  have hid : Integrable (fun g : ℝ => g) (gaussianReal m (s ^ 2)) := hL.integrable one_le_two
  have hI : Integrable (fun g : ℝ => g - m) (gaussianReal m (s ^ 2)) :=
    hid.sub (integrable_const m)
  have hsq : Integrable (fun g : ℝ => (g - m) ^ 2) (gaussianReal m (s ^ 2)) :=
    (hL.sub (memLp_const m)).integrable_sq
  -- the first two central moments of the gap
  have h1 : ∫ g, (g - m) ∂(gaussianReal m (s ^ 2)) = 0 := by
    rw [integral_sub hid (integrable_const m), integral_id_gaussianReal]
    simp
  have h2 : ∫ g, (g - m) ^ 2 ∂(gaussianReal m (s ^ 2)) = (s : ℝ) ^ 2 := by
    have h := variance_id_gaussianReal (μ := m) (v := s ^ 2)
    rw [variance_eq_integral aemeasurable_id] at h
    simpa [integral_id_gaussianReal] using h
  have hA : Integrable (fun g : ℝ => v ^ 2 + 2 * v * a * (g - m)) (gaussianReal m (s ^ 2)) :=
    (integrable_const (v ^ 2)).add (hI.const_mul (2 * v * a))
  have hexp : (fun g => coupling v a m g ^ 2) =
      fun g => (v ^ 2 + 2 * v * a * (g - m)) + a ^ 2 * (g - m) ^ 2 := by
    ext g
    unfold coupling
    ring
  rw [hexp, integral_add hA (hsq.const_mul (a ^ 2)),
    integral_add (integrable_const (v ^ 2)) (hI.const_mul (2 * v * a)),
    integral_const_mul, integral_const_mul, h1, h2]
  simp

end

end MeanSq
```

The error:

```
Main.lean:18:4: error: mod_cast has type
  MemLp id 2 (gaussianReal m (s ^ (2 : ℝ≥0)))
but is expected to have type
  MemLp id 2 (gaussianReal m (s ^ (2 : ℕ)))
Main.lean:18:56: error(lean.synthInstanceFailed): failed to synthesize instance of type class
  HPow ℝ≥0 ℝ≥0 ℝ≥0

Hint: Type class instance resolution failures can be inspected with the `set_option trace.Meta.synthInstance true` command.
```

Diagnosis. Both errors come from the proof of `hL`, and concern the type of one exponent. In the argument `(v := s ^ 2)` the numeral `2` carries no type of its own, and in this call, under `exact_mod_cast`, Lean took it to be a non-negative real, `ℝ≥0`. In the goal the exponent is a natural number.

The first message reports this mismatch: the two statements differ only in the type of the exponent in the variance, and the cast step did not reconcile them. The second says that Lean found no instance `HPow ℝ≥0 ℝ≥0 ℝ≥0`, that is, no power operation taking a base and an exponent both in `ℝ≥0`, so the variance as Lean read it had no meaning either.

The repair writes `s ^ (2 : ℕ)`, which fixes the exponent as a natural number. The power is then the ordinary one, and the variance agrees with that in the goal. The mathematics of the proof is unchanged.

As a diff, the version that Lean accepts:

```diff
@@ -16,5 +16,5 @@
     ∫ g, coupling v a m g ^ 2 ∂(gaussianReal m (s ^ 2)) = v ^ 2 + a ^ 2 * (s : ℝ) ^ 2 := by
   have hL : MemLp id 2 (gaussianReal m (s ^ 2)) := by
-    exact_mod_cast memLp_id_gaussianReal (μ := m) (v := s ^ 2) 2
+    exact_mod_cast memLp_id_gaussianReal (μ := m) (v := s ^ (2 : ℕ)) 2
   have hid : Integrable (fun g : ℝ => g) (gaussianReal m (s ^ 2)) := hL.integrable one_le_two
   have hI : Integrable (fun g : ℝ => g - m) (gaussianReal m (s ^ 2)) :=
```
